# The X2C relation S Xt + Xᴴ M = 0 between the coupling matrices of two solution families with no common energy

The positive- and negative-energy solutions enter here as two given blocks of eigenvectors, not as the output of a diagonalisation. Whatever is needed of them is stated as a hypothesis: they solve the matrix equation, they share no energy, and one component of each family is invertible. The labels + and − are therefore only names, and no theorem uses the sign of an energy.

The setting is a one-electron problem in a finite basis, with n functions for the large component and m for the small one. In Lean `n` and `m` are finite index types, which may differ, and all matrices are complex. The types `k` and `l` label the vectors of a general family.

```lean
import Mathlib

open Matrix

namespace X2CDecoupling

variable {n m k l : Type*} [Fintype n] [DecidableEq n] [Fintype m] [DecidableEq m]
  [Fintype k] [DecidableEq k] [Fintype l] [DecidableEq l]
```

## Two families of solutions

The Hamiltonian has blocks A, B, Bᴴ, D, where ᴴ is the adjoint. The metric, or overlap matrix, is diag(S, M). Collect the large components of some eigenvectors as the columns of CL, the small components as the columns of CS, and the real energies e_i in the diagonal matrix E. The eigenvalue equation then reads

A CL + B CS = S CL E
Bᴴ CL + D CS = M CS E

These are the fields `large` and `small` below. The vectors need not be normalised.

```lean
/-- The columns of `(CL; CS)` solve the generalised eigenvalue equation of the pencil with
Hamiltonian blocks `A, B, Bᴴ, D` and metric `diag(S, M)`, with real energies `e`. -/
structure IsEigenBlock (A : Matrix n n ℂ) (B : Matrix n m ℂ) (D : Matrix m m ℂ)
    (S : Matrix n n ℂ) (M : Matrix m m ℂ) (CL : Matrix n k ℂ) (CS : Matrix m k ℂ)
    (e : k → ℝ) : Prop where
  large : A * CL + B * CS = S * CL * diagonal (fun i => (e i : ℂ))
  small : Bᴴ * CL + D * CS = M * CS * diagonal (fun i => (e i : ℂ))
```

The + family has n vectors (CLp; CSp) with energies ep, and the − family has m vectors (CLm; CSm) with energies em. The next structure collects the assumptions on them.

- A, D, S and M are Hermitian. Positive definite S and M are the physical case, but positivity is not used.
- No ep i equals any em j. This stands for the gap between electronic and negative-energy states; degeneracies within a family are allowed.
- CLp is invertible: no combination of electronic solutions lives in the small component alone.
- CSm is invertible: no combination of negative-energy solutions lives in the large component alone.

That a given pencil admits such a split is assumed, not derived.

```lean
/-- A Hermitian pencil with two families of eigenvectors that share no energy; the large block
of the first family and the small block of the second are invertible. -/
structure SpectralSplit (A : Matrix n n ℂ) (B : Matrix n m ℂ) (D : Matrix m m ℂ)
    (S : Matrix n n ℂ) (M : Matrix m m ℂ) (CLp : Matrix n n ℂ) (CSp : Matrix m n ℂ)
    (CLm : Matrix n m ℂ) (CSm : Matrix m m ℂ) (ep : n → ℝ) (em : m → ℝ) : Prop where
  hermA : A.IsHermitian
  hermD : D.IsHermitian
  hermS : S.IsHermitian
  hermM : M.IsHermitian
  pos : IsEigenBlock A B D S M CLp CSp ep
  neg : IsEigenBlock A B D S M CLm CSm em
  disjoint : ∀ i j, ep i ≠ em j
  invL : IsUnit CLp.det
  invS : IsUnit CSm.det
```

The coupling matrices produce one component from the other:

X = CSp CLp⁻¹, Xt = CLm CSm⁻¹

Both are instances of one definition.

```lean
/-- The matrix `P Q⁻¹` that yields the component `P` from the component `Q`, for invertible `Q`. -/
noncomputable def couplingMatrix (P : Matrix m n ℂ) (Q : Matrix n n ℂ) : Matrix m n ℂ :=
  P * Q⁻¹
```

Multiplying back gives X CLp = CSp and Xt CSm = CLm, which is how the definition is used from here on.

```lean
omit [Fintype m] [DecidableEq m] in
/-- For invertible `Q`, the coupling matrix applied to `Q` returns `P`. -/
theorem couplingMatrix_mul (P : Matrix m n ℂ) {Q : Matrix n n ℂ} (hQ : IsUnit Q.det) :
    couplingMatrix P Q * Q = P := by
  rw [couplingMatrix, Matrix.mul_assoc, nonsing_inv_mul _ hQ, Matrix.mul_one]
```

## Different energies give orthogonality in the metric

Take two families with unprimed and primed quantities, and let

G = CLᴴ S CL' + CSᴴ M CS'

be their overlap matrix. Evaluate the Hamiltonian between them. Acting to the right, the primed equations give

CLᴴ (A CL' + B CS') + CSᴴ (Bᴴ CL' + D CS') = G E'

Acting to the left, the adjoint equations of the unprimed family, with E real and the blocks Hermitian, turn the same expression into E G. Hence G E' = E G, or entry by entry

(e_i − e'_j) G_ij = 0

Since e_i ≠ e'_j, every G_ij vanishes.

In the proof, `a` and `b` are the adjoint equations, `key` is G E' = E G, and the last lines read off the entries and divide by the energy difference.

```lean
omit [DecidableEq n] [DecidableEq m] in
/-- Eigenvectors of a Hermitian pencil with Hermitian metric `diag(S, M)` that belong to two
disjoint sets of real energies are orthogonal in the metric. -/
theorem metric_orthogonal {A S : Matrix n n ℂ} {B : Matrix n m ℂ} {D M : Matrix m m ℂ}
    {CL : Matrix n k ℂ} {CS : Matrix m k ℂ} {CL' : Matrix n l ℂ} {CS' : Matrix m l ℂ}
    {e : k → ℝ} {e' : l → ℝ} (hA : A.IsHermitian) (hD : D.IsHermitian)
    (hS : S.IsHermitian) (hM : M.IsHermitian) (h : IsEigenBlock A B D S M CL CS e)
    (h' : IsEigenBlock A B D S M CL' CS' e') (hne : ∀ i j, e i ≠ e' j) :
    CLᴴ * S * CL' + CSᴴ * M * CS' = 0 := by
  have hE : (diagonal (fun i => (e i : ℂ)))ᴴ = diagonal (fun i => (e i : ℂ)) := by
    rw [diagonal_conjTranspose]
    exact congrArg diagonal (funext fun i => Complex.conj_ofReal (e i))
  -- the adjoint eigenvalue equations of the first family
  have a := congrArg conjTranspose h.large
  have b := congrArg conjTranspose h.small
  simp only [conjTranspose_add, conjTranspose_mul, conjTranspose_conjTranspose,
    hA.eq, hD.eq, hS.eq, hM.eq, hE] at a b
  -- evaluate the Hamiltonian between the families from the right and from the left
  have key : (CLᴴ * S * CL' + CSᴴ * M * CS') * diagonal (fun i => (e' i : ℂ))
      = diagonal (fun i => (e i : ℂ)) * (CLᴴ * S * CL' + CSᴴ * M * CS') := by
    calc _ = CLᴴ * (S * CL' * diagonal (fun i => (e' i : ℂ)))
          + CSᴴ * (M * CS' * diagonal (fun i => (e' i : ℂ))) := by
            simp only [Matrix.add_mul, Matrix.mul_assoc]
      _ = (CLᴴ * A + CSᴴ * Bᴴ) * CL' + (CLᴴ * B + CSᴴ * D) * CS' := by
            rw [← h'.large, ← h'.small]
            simp only [Matrix.add_mul, Matrix.mul_add, Matrix.mul_assoc]
            abel
      _ = _ := by
            rw [a, b]
            simp only [Matrix.mul_add, Matrix.mul_assoc]
  -- an intertwiner of disjoint spectra vanishes entry by entry
  generalize CLᴴ * S * CL' + CSᴴ * M * CS' = G at key ⊢
  ext i j
  have hij := congrFun (congrFun key i) j
  rw [mul_diagonal, diagonal_mul] at hij
  have h0 : ((e i : ℂ) - (e' j : ℂ)) * G i j = 0 := by linear_combination -hij
  exact (mul_eq_zero.mp h0).resolve_left
    (sub_ne_zero.mpr fun hc => hne i j (Complex.ofReal_injective hc))
```

## From orthogonal vectors to a matrix identity

Suppose Pᴴ K Q = 0 with P and Q invertible. Multiplying by (P⁻¹)ᴴ on the left and Q⁻¹ on the right gives K = 0.

```lean
/-- A matrix whose elements between two invertible sets of vectors all vanish is zero. -/
theorem eq_zero_of_frames {P : Matrix n n ℂ} {Q : Matrix m m ℂ} {K : Matrix n m ℂ}
    (hP : IsUnit P.det) (hQ : IsUnit Q.det) (h : Pᴴ * K * Q = 0) : K = 0 := by
  have hP' : (P⁻¹)ᴴ * Pᴴ = 1 := by
    rw [← conjTranspose_mul, mul_nonsing_inv _ hP, conjTranspose_one]
  calc K = ((P⁻¹)ᴴ * Pᴴ) * K * (Q * Q⁻¹) := by
        rw [hP', mul_nonsing_inv _ hQ, Matrix.one_mul, Matrix.mul_one]
    _ = (P⁻¹)ᴴ * (Pᴴ * K * Q) * Q⁻¹ := by simp only [Matrix.mul_assoc]
    _ = 0 := by rw [h, Matrix.mul_zero, Matrix.zero_mul]
```

Apply this with P = CLp, Q = CSm and K = S Xt + Xᴴ M. The sandwiched matrix is

CLpᴴ (S Xt + Xᴴ M) CSm
= CLpᴴ S (Xt CSm) + (X CLp)ᴴ M CSm
= CLpᴴ S CLm + CSpᴴ M CSm
= 0

The last step is the orthogonality of the two families, so

S Xt + Xᴴ M = 0

The `calc` block follows these lines, with `hx` and `hy` supplying the two substitutions.

```lean
section Main

variable {A S CLp : Matrix n n ℂ} {B CLm Xt : Matrix n m ℂ} {D M CSm : Matrix m m ℂ}
  {CSp X : Matrix m n ℂ} {ep : n → ℝ} {em : m → ℝ}

/-- For a spectral split, the coupling matrices `X` and `Xt` of the two families obey
`S Xt + Xᴴ M = 0`. -/
theorem coupling_relation (h : SpectralSplit A B D S M CLp CSp CLm CSm ep em)
    (hX : X = couplingMatrix CSp CLp) (hXt : Xt = couplingMatrix CLm CSm) :
    S * Xt + Xᴴ * M = 0 := by
  have hx : X * CLp = CSp := by rw [hX, couplingMatrix_mul _ h.invL]
  have hy : Xt * CSm = CLm := by rw [hXt, couplingMatrix_mul _ h.invS]
  apply eq_zero_of_frames h.invL h.invS
  calc CLpᴴ * (S * Xt + Xᴴ * M) * CSm
      = CLpᴴ * S * (Xt * CSm) + (X * CLp)ᴴ * M * CSm := by
        simp only [conjTranspose_mul, Matrix.mul_add, Matrix.add_mul, Matrix.mul_assoc]
    _ = 0 := by
        rw [hx, hy]
        exact metric_orthogonal h.hermA h.hermD h.hermS h.hermM h.pos h.neg h.disjoint
```

The adjoint of this relation is Xtᴴ S + M X = 0. If M is invertible, meaning that the small-component basis has no redundant combination, then

X = −M⁻¹ Xtᴴ S

```lean
/-- For a spectral split with invertible small-component metric `M`, the coupling matrix of one
family fixes that of the other: `X = -M⁻¹ Xtᴴ S`. -/
theorem coupling_eq (h : SpectralSplit A B D S M CLp CSp CLm CSm ep em)
    (hX : X = couplingMatrix CSp CLp) (hXt : Xt = couplingMatrix CLm CSm)
    (hM : IsUnit M.det) : X = -(M⁻¹ * Xtᴴ * S) := by
  have r := congrArg conjTranspose (coupling_relation h hX hXt)
  simp only [conjTranspose_add, conjTranspose_mul, conjTranspose_conjTranspose,
    conjTranspose_zero, h.hermS.eq, h.hermM.eq] at r
  calc X = M⁻¹ * (M * X) := by
        rw [← Matrix.mul_assoc, nonsing_inv_mul _ hM, Matrix.one_mul]
    _ = -(M⁻¹ * Xtᴴ * S) := by
        rw [eq_neg_of_add_eq_zero_right r, Matrix.mul_neg, Matrix.mul_assoc]
```

## One transformation decouples the Hamiltonian and keeps the metric block-diagonal

Let U have the blocks 1, Xt in the first row and X, 1 in the second. The upper right block of Uᴴ diag(S, M) U is S Xt + Xᴴ M, which is zero. For the Hamiltonian, the corresponding block is

K = A Xt + B + Xᴴ (Bᴴ Xt + D)

Sandwich it as before and use the eigenvalue equations of the − family, with Em the diagonal matrix of the em j:

CLpᴴ K CSm
= CLpᴴ (A CLm + B CSm) + CSpᴴ (Bᴴ CLm + D CSm)
= (CLpᴴ S CLm + CSpᴴ M CSm) Em
= 0

So K = 0 as well, and the lower left blocks vanish as adjoints. The remaining diagonal blocks are

metric: S + Xᴴ M X and M + Xtᴴ S Xt
Hamiltonian: A + B X + Xᴴ Bᴴ + Xᴴ D X and D + Bᴴ Xt + Xtᴴ B + Xtᴴ A Xt

For positive definite S and M both metric blocks are positive definite, so U is invertible and the two separate problems together are equivalent to the original one. In X2C, the first block of each line defines the electronic two-component problem before renormalisation, here for a one-electron Hamiltonian in a finite basis. The theorem does not include the renormalisation to the metric S, nor any two-electron interaction.

In the proof, `r` and `q` are the two vanishing upper right blocks and `r'` and `q'` their adjoints; the rest is block multiplication.

```lean
/-- For a spectral split with coupling matrices `X` and `Xt`, the transformation with blocks
`1, Xt, X, 1` makes the Hamiltonian block-diagonal and keeps the metric block-diagonal. -/
theorem block_diagonalises (h : SpectralSplit A B D S M CLp CSp CLm CSm ep em)
    (hX : X = couplingMatrix CSp CLp) (hXt : Xt = couplingMatrix CLm CSm) :
    (fromBlocks 1 Xt X 1)ᴴ * fromBlocks S 0 0 M * fromBlocks 1 Xt X 1
        = fromBlocks (S + Xᴴ * M * X) 0 0 (M + Xtᴴ * S * Xt) ∧
    (fromBlocks 1 Xt X 1)ᴴ * fromBlocks A B Bᴴ D * fromBlocks 1 Xt X 1
        = fromBlocks (A + B * X + Xᴴ * Bᴴ + Xᴴ * D * X) 0 0
            (D + Bᴴ * Xt + Xtᴴ * B + Xtᴴ * A * Xt) := by
  have hx : X * CLp = CSp := by rw [hX, couplingMatrix_mul _ h.invL]
  have hy : Xt * CSm = CLm := by rw [hXt, couplingMatrix_mul _ h.invS]
  have r := coupling_relation h hX hXt
  -- the Hamiltonian coupling vanishes by the orthogonality of the two families
  have q : A * Xt + B + Xᴴ * (Bᴴ * Xt + D) = 0 := by
    apply eq_zero_of_frames h.invL h.invS
    calc CLpᴴ * (A * Xt + B + Xᴴ * (Bᴴ * Xt + D)) * CSm
        = CLpᴴ * (A * (Xt * CSm) + B * CSm)
          + (X * CLp)ᴴ * (Bᴴ * (Xt * CSm) + D * CSm) := by
          simp only [conjTranspose_mul, Matrix.mul_add, Matrix.add_mul, Matrix.mul_assoc]
      _ = (CLpᴴ * S * CLm + CSpᴴ * M * CSm) * diagonal (fun i => (em i : ℂ)) := by
          rw [hx, hy, h.neg.large, h.neg.small]
          simp only [Matrix.add_mul, Matrix.mul_assoc]
      _ = 0 := by
          rw [metric_orthogonal h.hermA h.hermD h.hermS h.hermM h.pos h.neg h.disjoint,
            Matrix.zero_mul]
  have r' := congrArg conjTranspose r
  have q' := congrArg conjTranspose q
  simp only [conjTranspose_add, conjTranspose_mul, conjTranspose_conjTranspose,
    conjTranspose_zero, h.hermS.eq, h.hermM.eq, h.hermA.eq, h.hermD.eq] at r' q'
  constructor <;>
    rw [fromBlocks_conjTranspose, fromBlocks_multiply, fromBlocks_multiply, fromBlocks_inj]
  · refine ⟨?_, Eq.trans ?_ r, Eq.trans ?_ r', ?_⟩ <;>
      simp only [conjTranspose_one, Matrix.one_mul, Matrix.mul_one, Matrix.mul_zero,
        add_zero, zero_add, Matrix.mul_assoc]
    abel
  · refine ⟨?_, Eq.trans ?_ q, Eq.trans ?_ q', ?_⟩ <;>
      simp only [conjTranspose_one, Matrix.one_mul, Matrix.mul_one, Matrix.add_mul,
        Matrix.mul_add, Matrix.mul_assoc] <;> abel

end Main
```

## The modified Dirac pencil

In atomic units, restricted kinetic balance generates the small-component basis by applying σ·p/(2c) to the large one, where σ are the Pauli matrices, p is the momentum and c the speed of light. With T the kinetic matrix, V the potential matrix and W the matrix of (σ·p)V(σ·p), and with energies measured from the electron's rest energy c², the blocks become

A = V, B = T, D = W/(4c²) − T, M = T/(2c²)

The two bases now have the same size. Inserting M into the adjoint relation gives Xtᴴ S + T X/(2c²) = 0, and therefore

X = −2c² T⁻¹ Xtᴴ S

Lean takes V, T, W and S as matrices satisfying the hypotheses of the split; it does not build them from integrals. The additional conditions are c ≠ 0 and an invertible T, so that no basis combination is annihilated by the kinetic matrix.

```lean
/-- X2C relation: for a spectral split of the modified Dirac pencil with invertible kinetic
matrix `T` and `c ≠ 0`, the coupling matrices obey `X = -2c² T⁻¹ Xtᴴ S`. -/
theorem x2c_relation {V T W S CLp CSp CLm CSm X Xt : Matrix n n ℂ} {ep em : n → ℝ} {c : ℝ}
    (hc : c ≠ 0) (hT : IsUnit T.det)
    (h : SpectralSplit V T ((4 * c ^ 2)⁻¹ • W - T) S ((2 * c ^ 2)⁻¹ • T)
      CLp CSp CLm CSm ep em)
    (hX : X = couplingMatrix CSp CLp) (hXt : Xt = couplingMatrix CLm CSm) :
    X = -((2 * c ^ 2) • (T⁻¹ * Xtᴴ * S)) := by
  have hc2 : 2 * c ^ 2 ≠ 0 := by positivity
  have r := congrArg conjTranspose (coupling_relation h hX hXt)
  rw [conjTranspose_add, conjTranspose_mul, conjTranspose_mul, conjTranspose_conjTranspose,
    conjTranspose_zero, h.hermS.eq, h.hermM.eq] at r
  have hTX : T * X = (2 * c ^ 2) • ((2 * c ^ 2)⁻¹ • T * X) := by
    rw [Matrix.smul_mul, smul_smul, mul_inv_cancel₀ hc2, one_smul]
  calc X = T⁻¹ * (T * X) := by
        rw [← Matrix.mul_assoc, nonsing_inv_mul _ hT, Matrix.one_mul]
    _ = -((2 * c ^ 2) • (T⁻¹ * Xtᴴ * S)) := by
        rw [hTX, eq_neg_of_add_eq_zero_right r]
        simp only [smul_neg, Matrix.mul_neg, Matrix.mul_smul, Matrix.mul_assoc]
```

## One basis function with numbers

Take V = −1, T = 2, W = −8, S = 1 and c = 1, values chosen for easy arithmetic and not taken from an atom. Then D = −2 − 2 = −4 and M = 1, so the Hamiltonian has rows (−1, 2) and (2, −4), with the unit metric. Its trace is −5 and its determinant 0, which gives the energies 0 and −5.

Eigenvectors for these energies, in this order, are (1; 1/2) and (1; −2). Normalised, they are (2; 1)/√5 and (1; −2)/√5. The scale drops out of the coupling matrices:

X = 1/2, Xt = −1/2
S Xt + Xᴴ M = −1/2 + 1/2 = 0
−2c² T⁻¹ Xtᴴ S = −2 · (1/2) · (−1/2) = 1/2 = X

The theorem below verifies every condition of the split for these numbers.

```lean
/-- The modified Dirac pencil in one basis function with `V = -1`, `T = 2`, `W = -8`, `S = 1`,
`c = 1` has a spectral split with energies `0` and `-5`. -/
theorem spectralSplit_witness :
    SpectralSplit !![-1] !![2] ((4 * (1 : ℝ) ^ 2)⁻¹ • !![-8] - !![2]) !![1]
      ((2 * (1 : ℝ) ^ 2)⁻¹ • !![2]) !![1] !![1 / 2] !![1] !![-2] ![0] ![-5] := by
  constructor
  case pos | neg =>
    constructor <;> ext i j <;> fin_cases i <;> fin_cases j <;>
      norm_num [Matrix.mul_apply, Complex.real_smul]
  case disjoint =>
    intro i j
    fin_cases i
    fin_cases j
    norm_num
  case invL | invS => simp
  all_goals
    refine Matrix.IsHermitian.ext fun i j => ?_
    fin_cases i
    fin_cases j
    simp [Complex.real_smul]
```

## A shared energy can break the relation

Let A = D = S = M = 1 and B = 0. Every vector is now an eigenvector with energy 1. Put (1; 1), or (1; 1)/√2 when normalised, in both families. The blocks are Hermitian and the required components invertible, but the energies coincide. Then X = Xt = 1 and

S Xt + Xᴴ M = 2 ≠ 0

Repeating the vector is not essential: with (0; 1) in the − family instead, X = 1 and Xt = 0 give S Xt + Xᴴ M = 1. What has been lost is the orthogonality: with e_i = e'_j, the equation (e_i − e'_j) G_ij = 0 says nothing about G_ij.

```lean
/-- If the two families share an energy the relation can fail: for the unit pencil, take the
vector `(1; 1)` with energy `1` in both families. -/
theorem relation_fails_for_shared_energy :
    IsEigenBlock !![1] !![0] !![1] !![1] !![1] !![1] !![1] ![1] ∧
    (!![1] : Matrix (Fin 1) (Fin 1) ℂ) * couplingMatrix !![1] !![1]
      + (couplingMatrix !![1] !![1])ᴴ * !![1] ≠ 0 := by
  constructor
  · constructor <;> ext i j <;> fin_cases i <;> fin_cases j <;> norm_num [Matrix.mul_apply]
  · intro h
    have h1 : (!![1] : Matrix (Fin 1) (Fin 1) ℂ) = 1 := by
      ext i j
      fin_cases i
      fin_cases j
      simp
    rw [couplingMatrix, h1, inv_one] at h
    have h2 := congrFun (congrFun h 0) 0
    simp only [Matrix.mul_one, conjTranspose_one, Matrix.add_apply, Matrix.one_apply_eq,
      Matrix.zero_apply] at h2
    norm_num at h2

end X2CDecoupling
```

```lean
#print axioms X2CDecoupling.coupling_eq
#print axioms X2CDecoupling.block_diagonalises
#print axioms X2CDecoupling.x2c_relation
#print axioms X2CDecoupling.relation_fails_for_shared_energy
```

```
'X2CDecoupling.coupling_eq' depends on axioms: [propext, Classical.choice, Quot.sound]
'X2CDecoupling.block_diagonalises' depends on axioms: [propext, Classical.choice, Quot.sound]
'X2CDecoupling.x2c_relation' depends on axioms: [propext, Classical.choice, Quot.sound]
'X2CDecoupling.relation_fails_for_shared_energy' depends on axioms: [propext, Classical.choice, Quot.sound]
```
